# The d⁶ ground configuration in an octahedral ligand field with constant pairing energy

For an octahedral d⁶ complex, the quintet and the singlet are the usual candidates for the spin multiplicity of the ground state. In a model with one non-negative splitting $D$ and one non-negative pairing energy $P$, comparing $D$ with $P$ settles which of the two is lower, and no other way of placing six electrons in the five d orbitals lies below both.

## Energy of an occupation pattern

The three $t_{2g}$ orbitals have occupations $t_0,t_1,t_2$ and the two $e_g$ orbitals have occupations $e_0,e_1$, each equal to 0, 1 or 2. Write $n_t=\sum_i t_i$, $n_e=\sum_j e_j$, $N=n_t+n_e$, and let $p$ be the number of doubly occupied orbitals. The splitting $D$, often written $\Delta_{\rm o}$ or $10Dq$, is the height of the $e_g$ level above the $t_{2g}$ level. Orbital energies are measured from their average over the five d orbitals, which puts the two levels at $-\tfrac25D$ and $+\tfrac35D$. The energy is

$$E=-\tfrac25 D\,n_t+\tfrac35 D\,n_e+P\,p .$$

The constant $P$ stands for the average cost of putting two electrons into the same orbital: their extra Coulomb repulsion and the exchange stabilisation that is lost. The model gives it the same value in every orbital and every configuration.

Substituting $n_t=N-n_e$ gives

$$E=-\tfrac25 D\,N+D\,n_e+P\,p .$$

At fixed $N$, each $e_g$ electron costs $D$ and each pair costs $P$.

## Bounds from counting orbitals

An orbital holds at most one electron, plus one more if it is doubly occupied. Summing this over the $t_{2g}$ orbitals, and then over all five, gives

$$n_t\le 3+p,\qquad N\le 5+p .$$

Also $n_t\le 6$ and $2p\le N$. The first bound is equivalent to $n_e+p\ge N-3$.

For $N=6$ we therefore have $n_e+p\ge3$ and $p\ge1$. The high-spin filling has $n_t=4$, $n_e=2$, $p=1$, and the low-spin filling has $n_t=6$, $n_e=0$, $p=3$. Their energies are

$$E_{\rm h}=-\tfrac25D+P,\qquad E_{\rm l}=-\tfrac{12}5D+3P,\qquad E_{\rm h}-E_{\rm l}=2(D-P).$$

The low-spin filling is thus strictly lower exactly when $D>P$.

## Why no other filling is lower

The energy of any d⁶ configuration can be measured from either reference:

$$E-E_{\rm h}=D(n_e+p-3)+(P-D)(p-1),$$
$$E-E_{\rm l}=P(n_e+p-3)+(D-P)\,n_e .$$

If $0\le D\le P$, every term in the first line is non-negative, so $E\ge E_{\rm h}$. If $0\le P\le D$, the same holds in the second line, so $E\ge E_{\rm l}$. The minimum is $\min(E_{\rm h},E_{\rm l})$.

The same identities determine the minimisers.

- **Strong field, $0\le P<D$.** A minimiser has $E\le E_{\rm l}$, which forces $n_e=0$. Conversely, $n_e=0$ gives $n_t=6$; then $n_t\le3+p$ and $2p\le6$ give $p=3$, so $E=E_{\rm l}$.
- **Weak field, $0<D<P$.** A minimiser has $E\le E_{\rm h}$, so both terms in the first line vanish. Hence $p=1$, $n_e=2$ and $n_t=4$. Conversely, these numbers give $E=E_{\rm h}$.

## Other electron numbers

Call a filling $h$ high-spin if $n_t=3+p$ and either $p=0$ or $N=5+p$. Call a filling $l$ low-spin if $n_t=3+p$ and either $n_e=0$ or $n_t=6$. The shared condition says that every $t_{2g}$ orbital is occupied and no $e_g$ orbital is doubly occupied.

Among configurations with the same $N$, both fillings attain the lower bound $N-3$ on $n_e+p$. The filling $h$ also has the smallest $p$, and $l$ the smallest $n_e$. The argument for d⁶ then carries over, and

$$E(h)-E(l)=(D-P)\,\bigl(p(l)-p(h)\bigr).$$

If $p(l)>p(h)$, the crossover is again at $D=P$.

Fillings of both kinds exist for $3\le N\le8$. For $N=3$ both have one electron in each $t_{2g}$ orbital, with energy $-\tfrac65D$. For $N=8$ both have a full $t_{2g}$ shell and one electron in each $e_g$ orbital. In these two cases there is no crossover.

## Numbers on both sides of the crossover

Take $P=15$ in arbitrary energy units. For $D=10$, the high-spin energy is $-4+15=11$ and the low-spin energy is $-24+45=21$. For $D=20$ they are $-8+15=7$ and $-48+45=-3$. The differences, $-10$ and $+10$, agree with $2(D-P)$.

At $D=P$ the filling with $n_t=5$, $n_e=1$, $p=2$ joins the other two: its energy $-\tfrac75D+2P$ is always their mean. At $D=0<P$, any d⁶ configuration with one pair is a minimiser, wherever the pair sits, which is why the weak-field classification needs $D>0$.

## The statement in Lean

A `Config` consists of two functions, `t : Fin 3 → Fin 3` and `e : Fin 2 → Fin 3`. The argument labels an orbital and the value is its occupation. The functions `nT`, `nE`, `electrons` and `pairs` are $n_t$, $n_e$, $N$ and $p$; `energy D P c` is $E$, with real $D$ and $P$.

In `d6_ground_energy`, the set `energy D P '' {c | electrons c = 6}` contains the energies of all six-electron configurations. `IsLeast` says that the stated minimum belongs to this set and is a lower bound for it. The hypotheses `hD` and `hP` are $D\ge0$ and $P\ge0$. The second half of the theorem is the comparison of `low6` with `high6`. The general `crossover` needs no sign condition on $D$ or $P$.

`d6_strong_field` and `d6_weak_field` characterise the minimisers as above. They count orbital occupations, so the weak-field minimum comprises three configurations, one for each position of the $t_{2g}$ pair.

Spin is not a variable here. The names "high-spin" and "low-spin" rely on the convention that singly occupied orbitals carry parallel spins, which gives four unpaired electrons or none. Multiplet splitting, spin–orbit coupling, distortion of the octahedron and the thermal effects that set a transition temperature are all absent.

```lean
import Mathlib

open Finset

namespace LigandFieldSpinCrossover

/-- Occupations (0, 1 or 2) of the three t2g and the two e_g orbitals. -/
structure Config where
  t : Fin 3 → Fin 3
  e : Fin 2 → Fin 3

/-- The number of electron pairs in one orbital of given occupation. -/
def paired (n : Fin 3) : ℕ := if n = 2 then 1 else 0

/-- The number of t2g electrons. -/
def nT (c : Config) : ℕ := ∑ i, (c.t i : ℕ)

/-- The number of e_g electrons. -/
def nE (c : Config) : ℕ := ∑ i, (c.e i : ℕ)

/-- The total number of d electrons. -/
def electrons (c : Config) : ℕ := nT c + nE c

/-- The number of doubly occupied orbitals. -/
def pairs (c : Config) : ℕ := ∑ i, paired (c.t i) + ∑ i, paired (c.e i)

/-- Ligand-field energy with octahedral splitting `D` and pairing energy `P`. -/
noncomputable def energy (D P : ℝ) (c : Config) : ℝ :=
  -(2 / 5) * D * nT c + 3 / 5 * D * nE c + P * pairs c

/-- High-spin filling: all t2g orbitals are occupied, no e_g orbital is doubly occupied,
and there are pairs only if all five orbitals are occupied. -/
abbrev IsHighSpin (c : Config) : Prop :=
  nT c = 3 + pairs c ∧ (pairs c = 0 ∨ electrons c = 5 + pairs c)

/-- Low-spin filling: all t2g orbitals are occupied, no e_g orbital is doubly occupied,
and there are e_g electrons only if the t2g shell is full. -/
abbrev IsLowSpin (c : Config) : Prop :=
  nT c = 3 + pairs c ∧ (nE c = 0 ∨ nT c = 6)

/-- A d6 configuration with four t2g and two e_g electrons and one pair, which is in the first t2g
orbital. -/
def high6 : Config := ⟨![2, 1, 1], ![1, 1]⟩

/-- The d6 configuration with six t2g electrons. -/
def low6 : Config := ⟨![2, 2, 2], ![0, 0]⟩

/-- Bounds on electron and pair numbers that follow from the allowed occupations of the five
orbitals. -/
theorem counting (c : Config) :
    nT c ≤ 3 + pairs c ∧ electrons c ≤ 5 + pairs c ∧ nT c ≤ 6 ∧
      2 * pairs c ≤ electrons c := by
  have h : ∀ n : Fin 3, (n : ℕ) ≤ 1 + paired n ∧ (n : ℕ) ≤ 2 ∧ 2 * paired n ≤ (n : ℕ) := by
    decide
  have h0 := h (c.t 0)
  have h1 := h (c.t 1)
  have h2 := h (c.t 2)
  have h3 := h (c.e 0)
  have h4 := h (c.e 1)
  simp only [electrons, nT, nE, pairs, Fin.sum_univ_three, Fin.sum_univ_two]
  omega

/-- The energy is a term fixed by the electron number, plus `D` for each e_g electron
and `P` for each pair. -/
theorem energy_eq (D P : ℝ) (c : Config) :
    energy D P c = -(2 / 5) * D * electrons c + D * nE c + P * pairs c := by
  unfold energy electrons
  push_cast
  ring

/-- For non-negative `D` and `P`, the least energy at fixed electron number is the lower of the
high-spin and low-spin energies, whenever both fillings exist. -/
theorem ground_energy {D P : ℝ} (hD : 0 ≤ D) (hP : 0 ≤ P) {h l : Config}
    (hh : IsHighSpin h) (hl : IsLowSpin l) (hN : electrons l = electrons h) :
    IsLeast (energy D P '' {c | electrons c = electrons h})
      (min (energy D P h) (energy D P l)) := by
  obtain ⟨hh1, hh2⟩ := hh
  obtain ⟨hl1, hl2⟩ := hl
  constructor
  · rcases min_choice (energy D P h) (energy D P l) with e | e
    · rw [e]
      exact ⟨h, rfl, rfl⟩
    · rw [e]
      exact ⟨l, hN, rfl⟩
  · rintro _ ⟨c, hc, rfl⟩
    have hc' : electrons c = electrons h := hc
    obtain ⟨c1, c2, c3, -⟩ := counting c
    rcases le_total D P with hDP | hDP
    · -- weak field: the high-spin filling has the fewest pairs
      refine (min_le_left _ _).trans ?_
      have k1 : nE h + pairs h ≤ nE c + pairs c := by unfold electrons at *; omega
      have k2 : pairs h ≤ pairs c := by omega
      have k1' : (nE h : ℝ) + pairs h ≤ nE c + pairs c := by exact_mod_cast k1
      have k2' : (pairs h : ℝ) ≤ pairs c := by exact_mod_cast k2
      rw [energy_eq D P h, energy_eq D P c, hc']
      nlinarith [mul_nonneg hD (sub_nonneg.2 k1'),
        mul_nonneg (sub_nonneg.2 hDP) (sub_nonneg.2 k2')]
    · -- strong field: the low-spin filling has the fewest e_g electrons
      refine (min_le_right _ _).trans ?_
      have k1 : nE l + pairs l ≤ nE c + pairs c := by unfold electrons at *; omega
      have k2 : nE l ≤ nE c := by unfold electrons at *; omega
      have k1' : (nE l : ℝ) + pairs l ≤ nE c + pairs c := by exact_mod_cast k1
      have k2' : (nE l : ℝ) ≤ nE c := by exact_mod_cast k2
      rw [energy_eq D P l, energy_eq D P c, hc', hN]
      nlinarith [mul_nonneg hP (sub_nonneg.2 k1'),
        mul_nonneg (sub_nonneg.2 hDP) (sub_nonneg.2 k2')]

/-- If the low-spin filling has more pairs than the high-spin filling with the same
number of electrons, it is strictly lower in energy exactly when `D` exceeds `P`. -/
theorem crossover (D P : ℝ) {h l : Config} (hh : IsHighSpin h) (hl : IsLowSpin l)
    (hN : electrons l = electrons h) (hp : pairs h < pairs l) :
    energy D P l < energy D P h ↔ P < D := by
  have k : nE l + pairs l = nE h + pairs h := by
    have a := hh.1
    have b := hl.1
    unfold electrons at hN
    omega
  have k' : (nE l : ℝ) + pairs l = nE h + pairs h := by exact_mod_cast k
  have hp' : (0 : ℝ) < pairs l - pairs h := sub_pos.2 (by exact_mod_cast hp)
  -- each additional pair replaces one e_g electron
  have key : energy D P h - energy D P l = (D - P) * ((pairs l : ℝ) - pairs h) := by
    rw [energy_eq D P h, energy_eq D P l, hN]
    linear_combination (-D) * k'
  rw [← sub_pos, key, mul_pos_iff_of_pos_right hp', sub_pos]

/-- Explicit high-spin and low-spin fillings for four, five and seven d electrons,
the low-spin one having more pairs in each case. -/
theorem crossover_witness :
    (IsHighSpin ⟨![1, 1, 1], ![1, 0]⟩ ∧ IsLowSpin ⟨![2, 1, 1], ![0, 0]⟩ ∧
      electrons ⟨![1, 1, 1], ![1, 0]⟩ = 4 ∧ electrons ⟨![2, 1, 1], ![0, 0]⟩ = 4 ∧
      pairs ⟨![1, 1, 1], ![1, 0]⟩ < pairs ⟨![2, 1, 1], ![0, 0]⟩) ∧
    (IsHighSpin ⟨![1, 1, 1], ![1, 1]⟩ ∧ IsLowSpin ⟨![2, 2, 1], ![0, 0]⟩ ∧
      electrons ⟨![1, 1, 1], ![1, 1]⟩ = 5 ∧ electrons ⟨![2, 2, 1], ![0, 0]⟩ = 5 ∧
      pairs ⟨![1, 1, 1], ![1, 1]⟩ < pairs ⟨![2, 2, 1], ![0, 0]⟩) ∧
    (IsHighSpin ⟨![2, 2, 1], ![1, 1]⟩ ∧ IsLowSpin ⟨![2, 2, 2], ![1, 0]⟩ ∧
      electrons ⟨![2, 2, 1], ![1, 1]⟩ = 7 ∧ electrons ⟨![2, 2, 2], ![1, 0]⟩ = 7 ∧
      pairs ⟨![2, 2, 1], ![1, 1]⟩ < pairs ⟨![2, 2, 2], ![1, 0]⟩) := by
  refine ⟨⟨?_, ?_, ?_, ?_, ?_⟩, ⟨?_, ?_, ?_, ?_, ?_⟩, ⟨?_, ?_, ?_, ?_, ?_⟩⟩ <;> decide

/-- The energies of the high-spin and low-spin d6 configurations. -/
theorem d6_energies (D P : ℝ) :
    energy D P high6 = -(2 / 5) * D + P ∧ energy D P low6 = -(12 / 5) * D + 3 * P := by
  constructor
  · rw [energy, show nT high6 = 4 by decide, show nE high6 = 2 by decide,
      show pairs high6 = 1 by decide]
    push_cast
    ring
  · rw [energy, show nT low6 = 6 by decide, show nE low6 = 0 by decide,
      show pairs low6 = 3 by decide]
    push_cast
    ring

/-- For non-negative `D` and `P`, the least d6 energy is the smaller of `-0.4 D + P` and `-2.4 D + 3
P`, and the low-spin configuration is strictly below the high-spin one exactly when `D > P`. -/
theorem d6_ground_energy {D P : ℝ} (hD : 0 ≤ D) (hP : 0 ≤ P) :
    IsLeast (energy D P '' {c | electrons c = 6})
      (min (-(2 / 5) * D + P) (-(12 / 5) * D + 3 * P)) ∧
    (energy D P low6 < energy D P high6 ↔ P < D) := by
  have hh : IsHighSpin high6 := by decide
  have hl : IsLowSpin low6 := by decide
  have hN : electrons low6 = electrons high6 := by decide
  refine ⟨?_, crossover D P hh hl hN (by decide)⟩
  have g := ground_energy hD hP hh hl hN
  rwa [(d6_energies D P).1, (d6_energies D P).2, show electrons high6 = 6 by decide] at g

/-- For `0 ≤ P < D` the d6 configurations of least energy are exactly those with no
e_g electrons. -/
theorem d6_strong_field {D P : ℝ} (hP : 0 ≤ P) (hDP : P < D) {c : Config}
    (hc : electrons c = 6) :
    (∀ c', electrons c' = 6 → energy D P c ≤ energy D P c') ↔ nE c = 0 := by
  -- the excess over the low-spin energy is at least (D - P) per e_g electron
  have bound : ∀ x, electrons x = 6 →
      -(12 / 5) * D + 3 * P + (D - P) * nE x ≤ energy D P x := by
    intro x hx
    have k : 3 ≤ nE x + pairs x := by
      have a := (counting x).1
      unfold electrons at hx
      omega
    have k' : (3 : ℝ) ≤ nE x + pairs x := by exact_mod_cast k
    rw [energy_eq, hx]
    push_cast
    nlinarith [mul_nonneg hP (sub_nonneg.2 k')]
  constructor
  · intro h
    have h1 := h low6 (by decide)
    rw [(d6_energies D P).2] at h1
    have h2 := bound c hc
    by_contra hne
    have h3 : (0 : ℝ) < nE c := by exact_mod_cast Nat.pos_of_ne_zero hne
    nlinarith [mul_pos (sub_pos.2 hDP) h3]
  · intro h0 x hx
    have hp : pairs c = 3 := by
      obtain ⟨a, -, -, b⟩ := counting c
      unfold electrons at *
      omega
    have h1 := bound x hx
    have h2 : 0 ≤ (D - P) * (nE x : ℝ) :=
      mul_nonneg (sub_nonneg.2 hDP.le) (Nat.cast_nonneg _)
    rw [energy_eq D P c, hc, h0, hp]
    push_cast
    linarith

/-- For `0 < D < P` the d6 configurations of least energy are exactly those with four
t2g electrons and a single pair. -/
theorem d6_weak_field {D P : ℝ} (hD : 0 < D) (hDP : D < P) {c : Config}
    (hc : electrons c = 6) :
    (∀ c', electrons c' = 6 → energy D P c ≤ energy D P c') ↔ nT c = 4 ∧ pairs c = 1 := by
  constructor
  · intro h
    have h1 := h high6 (by decide)
    rw [(d6_energies D P).1, energy_eq, hc] at h1
    push_cast at h1
    obtain ⟨a, b, -, -⟩ := counting c
    have k1 : 3 ≤ nE c + pairs c := by unfold electrons at hc; omega
    have k2 : 1 ≤ pairs c := by omega
    have k1' : (0 : ℝ) ≤ nE c + pairs c - 3 := sub_nonneg.2 (by exact_mod_cast k1)
    have k2' : (0 : ℝ) ≤ pairs c - 1 := sub_nonneg.2 (by exact_mod_cast k2)
    -- two non-negative excess terms have a sum that is at most zero
    have m1 := mul_nonneg hD.le k1'
    have m2 := mul_nonneg (sub_nonneg.2 hDP.le) k2'
    have z1 : (nE c : ℝ) + pairs c - 3 = 0 :=
      (mul_eq_zero.1 (by nlinarith : D * ((nE c : ℝ) + pairs c - 3) = 0)).resolve_left hD.ne'
    have z2 : (pairs c : ℝ) - 1 = 0 :=
      (mul_eq_zero.1 (by nlinarith : (P - D) * ((pairs c : ℝ) - 1) = 0)).resolve_left
        (sub_pos.2 hDP).ne'
    have e2 : pairs c = 1 := by exact_mod_cast sub_eq_zero.1 z2
    have e1 : nE c + pairs c = 3 := by exact_mod_cast sub_eq_zero.1 z1
    unfold electrons at hc
    omega
  · rintro ⟨ht, hp⟩ x hx
    have he : nE c = 2 := by unfold electrons at hc; omega
    have g := (d6_ground_energy hD.le (hD.trans hDP).le).1.2 ⟨x, hx, rfl⟩
    rw [min_eq_left (by linarith)] at g
    rw [energy_eq D P c, hc, he, hp]
    push_cast
    linarith

end LigandFieldSpinCrossover
```

```lean
#print axioms LigandFieldSpinCrossover.d6_ground_energy
#print axioms LigandFieldSpinCrossover.d6_strong_field
#print axioms LigandFieldSpinCrossover.d6_weak_field
```

```
'LigandFieldSpinCrossover.d6_ground_energy' depends on axioms: [propext, Classical.choice, Quot.sound]
'LigandFieldSpinCrossover.d6_strong_field' depends on axioms: [propext, Classical.choice, Quot.sound]
'LigandFieldSpinCrossover.d6_weak_field' depends on axioms: [propext, Classical.choice, Quot.sound]
```

## How the proof follows the counting

`counting` checks the one-orbital inequalities for the three possible occupations with `decide`, applies them to all five orbitals, and lets `omega` add them up. `energy_eq` is the rewriting of $E$ at fixed $N$.

In `ground_energy`, the first part shows that the minimum is attained, since it equals the energy of `h` or of `l`. The second part splits on $D\le P$ or $P\le D$. In each case `omega` derives the two integer inequalities `k1` and `k2`, which are then transferred to the reals. The products given to `nlinarith` are the two non-negative terms of the excess energy.

In `crossover`, the equation `key` is the formula for $E(h)-E(l)$; dividing out the positive difference in pair number leaves the sign of $D-P$. `crossover_witness` supplies explicit fillings for d⁴, d⁵ and d⁷, so the hypotheses of `crossover` are met there too.

`d6_energies` evaluates the two reference configurations, and `d6_ground_energy` inserts them into the general theorems.

For the strong field, the local statement `bound` is $E\ge E_{\rm l}+(D-P)n_e$. A minimiser with $n_e>0$ would contradict it, and for $n_e=0$ the counting bounds fix $p=3$. For the weak field, `m1` and `m2` state that the two excess terms are non-negative. Comparison with `high6` makes their sum at most zero, so each vanishes, and `z1` and `z2` cancel the positive factors $D$ and $P-D$. The converse uses the lower bound from `d6_ground_energy`.
